# If v generates the full Krylov space of an n × n matrix, so does w + t v for all but at most n scalars t

The Krylov space of an $n\times n$ matrix $A$ and a starting vector $v$ is taken here as the span of exactly $n$ vectors, $v, Av, \dots, A^{n-1}v$, and not of all powers of $A$ applied to $v$. By the Cayley–Hamilton theorem the higher powers add nothing to the span. With $n$ vectors in an $n$-dimensional space, the question whether $v$ generates everything becomes a question about one determinant.

The entries lie in an arbitrary field $K$. Suppose that $v, Av, \dots, A^{n-1}v$ are linearly independent, and let $w$ be any vector. Then the scalars $t\in K$ for which the Krylov space of $w+tv$ is not the whole space form a finite set with at most $n$ elements.

For a Hermitian matrix, such as a Hamiltonian in a finite orthonormal basis, the hypothesis on $v$ means that no eigenvalue is degenerate and that $v$ overlaps with every eigenvector. A guess $w$ confined to one symmetry sector never leaves it under a Hamiltonian with that symmetry. The theorem says that adding a multiple of $v$ repairs this for all but at most $n$ multiples, in exact arithmetic and with all $n$ Krylov vectors available.

## The Krylov determinant along a line of starting vectors

Let $\mathcal K(v)$ be the $n\times n$ matrix with columns $A^jv$, $j=0,\dots,n-1$. Its columns are independent exactly when they span the space, and both happen exactly when $\det\mathcal K(v)\neq 0$.

Each column is linear in the starting vector, since $A^j(w+tv)=A^jw+t\,A^jv$. Therefore

$$\mathcal K(w+tv)=\mathcal K(w)+t\,\mathcal K(v).$$

By hypothesis $\mathcal K(v)$ is invertible. Put $M=-\mathcal K(v)^{-1}\mathcal K(w)$ and take $\mathcal K(v)$ out as a left factor:

$$\mathcal K(w+tv)=\mathcal K(v)\,(t\,I-M),\qquad
\det\mathcal K(w+tv)=\det\mathcal K(v)\;\chi_M(t),$$

where $\chi_M(t)=\det(tI-M)$ is the characteristic polynomial of $M$. The first factor is a nonzero constant, so $w+tv$ fails exactly when $t$ is a root of $\chi_M$. This polynomial is monic of degree $n$, and so it has at most $n$ distinct roots.

## A diagonal matrix with n exceptional scalars

Let $A=\mathrm{diag}(d_0,\dots,d_{n-1})$ with distinct entries. For a starting vector $x$, the entry of $\mathcal K(x)$ in row $i$ and column $j$ is $d_i^{\,j}x_i$. The matrix is thus $\mathrm{diag}(x)$ times the Vandermonde matrix $V_{ij}=d_i^{\,j}$, and

$$\det\mathcal K(x)=\Big(\prod_i x_i\Big)\det V,\qquad \det V=\prod_{i<j}(d_j-d_i)\neq0.$$

The vector $v=(1,\dots,1)$ generates the whole space. With $w=-d$, the components of $w+tv$ are $t-d_i$, and one of them vanishes exactly when $t$ is one of the $d_i$. All $n$ entries are exceptional, so the bound $n$ cannot be lowered in general. If $K$ has exactly $n$ elements, this example leaves no good scalar at all.

## One starting vector for several matrices

Let $K$ be infinite, and let finitely many matrices $A_i$ each have some generating vector. A common one is built by induction on the number of matrices. For no matrices any vector will do.

Suppose that $x$ generates for all $A_i$ treated so far and that $u$ generates for one further matrix $A_a$. Try $x+tu$. For $A_a$ the theorem applies with $v=u$ and $w=x$, and only finitely many $t$ fail. For an earlier $A_i$ the generating vector is $x$, so for $t\neq0$ write

$$x+tu=t\,(u+t^{-1}x).$$

The theorem, now with $v=x$ and $w=u$, excludes finitely many values of $t^{-1}$. The prefactor $t$ does no harm, because rescaling a starting vector by $c\neq0$ multiplies its Krylov determinant by $c^n$. In total finitely many $t$ are forbidden, and an infinite field contains another one.

A finite set of Hamiltonian matrices of equal size, for instance from a scan over molecular geometries, therefore admits a single generating start, provided that each matrix has one of its own.

## Krylov space and Krylov matrix in Lean

The field `K` and the dimension `n` are fixed for the whole file. No Hermitian structure, inner product or norm is assumed.

```lean
import Mathlib

open Matrix

namespace KrylovStartingVector

variable {K : Type*} [Field K] {n : ℕ}
```

Vectors are functions `Fin n → K`, and the index type `Fin n` runs from $0$ to $n-1$, which gives exactly the powers needed. The symbol `*ᵥ` applies a matrix to a vector.

```lean
/-- The Krylov space of `A` and the starting vector `v`: the span of
`v, A v, ..., A^(n-1) v`. -/
def krylovSpace (A : Matrix (Fin n) (Fin n) K) (v : Fin n → K) : Submodule K (Fin n → K) :=
  Submodule.span K (Set.range fun j : Fin n => (A ^ (j : ℕ)) *ᵥ v)
```

The matrix $\mathcal K(v)$ is `krylovMatrix A v`, with the power of $A$ as the column index.

```lean
/-- The Krylov matrix, whose columns are `v, A v, ..., A^(n-1) v`. -/
def krylovMatrix (A : Matrix (Fin n) (Fin n) K) (v : Fin n → K) : Matrix (Fin n) (Fin n) K :=
  Matrix.of fun i j => ((A ^ (j : ℕ)) *ᵥ v) i
```

## Independence and fullness as a determinant condition

The first lemma translates the hypothesis of the theorem. The columns of the Krylov matrix are the Krylov vectors by definition, so `rfl` identifies them. The rewriting then passes from independent columns to an invertible matrix, to an invertible determinant, and finally to a nonzero one.

```lean
/-- The Krylov vectors are linearly independent exactly when the Krylov matrix has nonzero
determinant. -/
theorem linearIndependent_iff_det (A : Matrix (Fin n) (Fin n) K) (v : Fin n → K) :
    LinearIndependent K (fun j : Fin n => (A ^ (j : ℕ)) *ᵥ v) ↔ (krylovMatrix A v).det ≠ 0 := by
  have h : (krylovMatrix A v).col = fun j : Fin n => (A ^ (j : ℕ)) *ᵥ v := rfl
  rw [← h, Matrix.linearIndependent_cols_iff_isUnit, Matrix.isUnit_iff_isUnit_det,
    isUnit_iff_ne_zero]
```

The second lemma translates the conclusion. The equation `krylovSpace A v = ⊤` says that the Krylov space is the whole space. Both directions rest on counting: $n$ vectors in dimension $n$ span if and only if they are independent.

```lean
/-- The Krylov space is the whole space exactly when the Krylov matrix has nonzero
determinant. -/
theorem krylovSpace_eq_top_iff_det (A : Matrix (Fin n) (Fin n) K) (v : Fin n → K) :
    krylovSpace A v = ⊤ ↔ (krylovMatrix A v).det ≠ 0 := by
  rw [← linearIndependent_iff_det]
  constructor
  · intro h
    exact linearIndependent_of_top_le_span_of_card_eq_finrank (le_of_eq h.symm) (by simp)
  · intro h
    exact h.span_eq_top_of_card_eq_finrank' (by simp)
```

## The characteristic polynomial in t

This theorem is the determinant identity derived above. The step `hlin` proves linearity in the starting vector entry by entry. The final chain of rewrites starts from the right-hand side: it writes the characteristic polynomial at $t$ as $\det(tI-M)$, merges the two determinants into one, multiplies out, and cancels $\mathcal K(v)\,\mathcal K(v)^{-1}$. The hypothesis `hv` is used for this cancellation.

```lean
/-- If `krylovMatrix A v` has nonzero determinant, then the Krylov determinant of `w + t v` is that
determinant times the characteristic polynomial of `-((krylovMatrix A v)⁻¹ * krylovMatrix A w)`,
evaluated at `t`. -/
theorem det_krylovMatrix_line (A : Matrix (Fin n) (Fin n) K) (v w : Fin n → K)
    (hv : (krylovMatrix A v).det ≠ 0) (t : K) :
    (krylovMatrix A (w + t • v)).det = (krylovMatrix A v).det *
      (-((krylovMatrix A v)⁻¹ * krylovMatrix A w)).charpoly.eval t := by
  have hs : Matrix.scalar (Fin n) t = t • (1 : Matrix (Fin n) (Fin n) K) := by
    ext i j
    simp [Matrix.scalar_apply, Matrix.diagonal_apply, Matrix.one_apply]
  -- the Krylov matrix is linear in the starting vector
  have hlin : krylovMatrix A (w + t • v) = t • krylovMatrix A v + krylovMatrix A w := by
    ext i j
    simp [krylovMatrix, Matrix.mulVec_add, Matrix.mulVec_smul, add_comm]
  rw [Matrix.eval_charpoly, ← Matrix.det_mul, hs, sub_neg_eq_add, mul_add, Matrix.mul_smul,
    mul_one, ← mul_assoc, Matrix.mul_nonsing_inv _ (isUnit_iff_ne_zero.mpr hv), one_mul, hlin]
```

## The set of exceptional scalars

The main theorem provides a finite set `E` with at most `n` elements, and a scalar belongs to `E` if and only if `w + t • v` fails to generate the whole space. `E` is therefore the exact set of failures and not merely a set that contains them.

In the proof, `E` is the set of roots of the characteristic polynomial of $M$, with multiplicities forgotten. The `calc` block bounds its size: distinct roots are no more than roots counted with multiplicity, these are no more than the degree, and the degree is $n$. The second part turns failure into a vanishing product, whose first factor is nonzero by hypothesis, so that the polynomial must vanish.

```lean
/-- If `v, A v, ..., A^(n-1) v` are linearly independent, then for every `w` the scalars `t` for
which `w + t v` fails to generate the whole space form a finite set of at most `n` elements. -/
theorem exceptional_scalars (A : Matrix (Fin n) (Fin n) K) (v w : Fin n → K)
    (hv : LinearIndependent K (fun j : Fin n => (A ^ (j : ℕ)) *ᵥ v)) :
    ∃ E : Finset K, E.card ≤ n ∧ ∀ t, t ∈ E ↔ krylovSpace A (w + t • v) ≠ ⊤ := by
  classical
  have hd := (linearIndependent_iff_det A v).mp hv
  let M := -((krylovMatrix A v)⁻¹ * krylovMatrix A w)
  refine ⟨M.charpoly.roots.toFinset, ?_, fun t => ?_⟩
  · -- a polynomial of degree n has at most n roots
    calc M.charpoly.roots.toFinset.card ≤ Multiset.card M.charpoly.roots :=
          Multiset.toFinset_card_le _
      _ ≤ M.charpoly.natDegree := Polynomial.card_roots' _
      _ = n := by rw [Matrix.charpoly_natDegree_eq_dim, Fintype.card_fin]
  · rw [Multiset.mem_toFinset, Polynomial.mem_roots M.charpoly_monic.ne_zero,
      Polynomial.IsRoot.def, ne_eq, krylovSpace_eq_top_iff_det, not_not,
      det_krylovMatrix_line A v w hd t, mul_eq_zero]
    exact ⟨Or.inr, fun h => h.resolve_left hd⟩
```

The theorem counts bad scalars but does not measure how good the others are. Close to an exceptional $t$ the Krylov matrix over the real or complex numbers is nearly singular. It can also be nearly singular far from every exceptional $t$, for instance when two eigenvalues almost coincide, so rounding errors can matter there too.

For a finite pool `S` of trial scalars, the failures within the pool form a subset of `E`, so there are at most `n` of them. A scalar drawn uniformly from a nonempty pool thus fails with probability at most $n/|S|$.

```lean
open Classical in
/-- In any finite pool `S` of trial scalars, at most `n` give a starting vector `w + t v` that
fails to generate the whole space. -/
theorem failures_in_pool (A : Matrix (Fin n) (Fin n) K) (v w : Fin n → K)
    (hv : LinearIndependent K (fun j : Fin n => (A ^ (j : ℕ)) *ᵥ v)) (S : Finset K) :
    (S.filter fun t => krylovSpace A (w + t • v) ≠ ⊤).card ≤ n := by
  obtain ⟨E, hcard, hE⟩ := exceptional_scalars A v w hv
  refine (Finset.card_le_card fun t ht => ?_).trans hcard
  exact (hE t).mpr (Finset.mem_filter.mp ht).2
```

## Attaining the bound

The factorisation into a diagonal and a Vandermonde matrix is checked entry by entry, and the determinant of the product then splits.

```lean
/-- For a diagonal matrix the Krylov determinant is the product of the components of the starting
vector times the Vandermonde determinant of the diagonal entries. -/
theorem det_krylovMatrix_diagonal (d x : Fin n → K) :
    (krylovMatrix (diagonal d) x).det = (∏ i, x i) * (vandermonde d).det := by
  have h : krylovMatrix (diagonal d) x = diagonal x * vandermonde d := by
    ext i j
    simp [krylovMatrix, Matrix.diagonal_pow, Matrix.mulVec_diagonal, Matrix.diagonal_mul,
      Matrix.vandermonde_apply, mul_comm]
  rw [h, Matrix.det_mul, Matrix.det_diagonal]
```

The assumption `Function.Injective d` says that the diagonal entries are distinct. The theorem has three parts: the vector of ones satisfies the hypothesis of the main theorem, the set of entries of `d` has `n` elements, and this set is exactly the set of exceptional scalars for `w = -d`.

Mathlib supplies the fact that the Vandermonde determinant is nonzero for distinct entries. For the third part, the Krylov determinant vanishes if and only if some component $-d_i+t$ does, and `linear_combination` converts between $-d_i+t=0$ and $d_i=t$.

```lean
/-- The bound `n` is attained: for a diagonal matrix with distinct entries `d`, `v = (1, ..., 1)`
and `w = -d`, the Krylov vectors of `v` are independent and the exceptional scalars are exactly
the `n` entries of `d`. -/
theorem bound_is_sharp [DecidableEq K] (d : Fin n → K) (hd : Function.Injective d) :
    LinearIndependent K (fun j : Fin n => (diagonal d ^ (j : ℕ)) *ᵥ (fun _ => (1 : K))) ∧
    (Finset.univ.image d).card = n ∧
    ∀ t, t ∈ Finset.univ.image d ↔
      krylovSpace (diagonal d) (-d + t • (fun _ => (1 : K))) ≠ ⊤ := by
  have hV : (vandermonde d).det ≠ 0 := Matrix.det_vandermonde_ne_zero_iff.mpr hd
  refine ⟨?_, ?_, fun t => ?_⟩
  · rw [linearIndependent_iff_det, det_krylovMatrix_diagonal]
    simpa using hV
  · rw [Finset.card_image_of_injective _ hd, Finset.card_univ, Fintype.card_fin]
  · -- the starting vector loses a component exactly when t equals an entry of d
    rw [ne_eq, krylovSpace_eq_top_iff_det, not_not, det_krylovMatrix_diagonal, mul_eq_zero,
      or_iff_left hV, Finset.prod_eq_zero_iff, Finset.mem_image]
    refine exists_congr fun i => and_congr_right fun _ => ?_
    have hi : (-d + t • (fun _ => (1 : K)) : Fin n → K) i = -d i + t := by simp
    rw [hi]
    constructor
    · intro h
      linear_combination -h
    · intro h
      linear_combination -h
```

## A common starting vector over an infinite field

The induction needs the rescaling lemma. Its proof pulls the factor `c` out of the Krylov matrix, after which the determinant acquires the nonzero factor $c^n$.

```lean
/-- A nonzero rescaling of the starting vector keeps a full Krylov space full. -/
theorem krylovSpace_smul_eq_top (A : Matrix (Fin n) (Fin n) K) (x : Fin n → K) {c : K}
    (hc : c ≠ 0) (hx : krylovSpace A x = ⊤) : krylovSpace A (c • x) = ⊤ := by
  rw [krylovSpace_eq_top_iff_det] at hx ⊢
  have h : krylovMatrix A (c • x) = c • krylovMatrix A x := by
    ext i j
    simp [krylovMatrix, Matrix.mulVec_smul]
  rw [h, Matrix.det_smul]
  exact mul_ne_zero (pow_ne_zero _ hc) hx
```

In the last theorem the matrices are indexed by a finite set `s`, and each is assumed to have its own generating vector. This assumption excludes, for example, Hermitian matrices with a degenerate eigenvalue. The theorem gives existence, with no estimate of how well the common vector serves any one of the matrices.

The proof follows the induction by hand. The local statement `line` repackages the main theorem: along a line whose direction generates, all scalars outside some finite set are good. It is applied once to the new matrix, giving `E`, and once to each earlier matrix with the roles of `x` and `u` exchanged, giving the sets `F i`. The scalar `t` is chosen outside $\{0\}$, outside `E`, and outside the inverses of the elements of every `F i`. For the new matrix, `hE` finishes the argument. For an earlier one, `hscale` is the identity $x+tu=t(u+t^{-1}x)$, and the rescaling lemma removes the prefactor.

```lean
/-- Over an infinite field, finitely many matrices that each have some starting vector generating
the whole space also have a common one. -/
theorem exists_common_start [Infinite K] {ι : Type*} (s : Finset ι)
    (A : ι → Matrix (Fin n) (Fin n) K) (h : ∀ i ∈ s, ∃ v, krylovSpace (A i) v = ⊤) :
    ∃ x, ∀ i ∈ s, krylovSpace (A i) x = ⊤ := by
  classical
  induction s using Finset.induction_on with
  | empty => exact ⟨0, by simp⟩
  | insert a s ha ih =>
    obtain ⟨x, hx⟩ := ih fun i hi => h i (Finset.mem_insert_of_mem hi)
    obtain ⟨u, hu⟩ := h a (Finset.mem_insert_self a s)
    have line : ∀ (B : Matrix (Fin n) (Fin n) K) (v w : Fin n → K), krylovSpace B v = ⊤ →
        ∃ E : Finset K, ∀ t, t ∉ E → krylovSpace B (w + t • v) = ⊤ := by
      intro B v w hB
      obtain ⟨E, _, hE⟩ := exceptional_scalars B v w
        ((linearIndependent_iff_det B v).mpr ((krylovSpace_eq_top_iff_det B v).mp hB))
      exact ⟨E, fun t ht => by_contra fun hne => ht ((hE t).mpr hne)⟩
    obtain ⟨E, hE⟩ := line (A a) u x hu
    choose F hF using fun i : s => line (A i) x u (hx i i.2)
    -- choose t away from zero and from all exceptional scalars
    obtain ⟨t, ht⟩ := Infinite.exists_notMem_finset
      (({0} ∪ E) ∪ s.attach.biUnion fun i => (F i).image fun r => r⁻¹)
    rw [Finset.mem_union, Finset.mem_union, not_or, not_or, Finset.mem_singleton] at ht
    obtain ⟨⟨ht0, htE⟩, htF⟩ := ht
    refine ⟨x + t • u, fun i hi => ?_⟩
    rcases Finset.mem_insert.mp hi with rfl | his
    · exact hE t htE
    · have hinv : t⁻¹ ∉ F ⟨i, his⟩ := fun hmem => htF (Finset.mem_biUnion.mpr
        ⟨⟨i, his⟩, Finset.mem_attach _ _, Finset.mem_image.mpr ⟨t⁻¹, hmem, inv_inv t⟩⟩)
      have hscale : x + t • u = t • (u + t⁻¹ • x) := by
        rw [smul_add, smul_smul, mul_inv_cancel₀ ht0, one_smul, add_comm]
      rw [hscale]
      exact krylovSpace_smul_eq_top (A i) _ ht0 (hF ⟨i, his⟩ t⁻¹ hinv)

end KrylovStartingVector
```

```lean
#print axioms KrylovStartingVector.failures_in_pool
#print axioms KrylovStartingVector.bound_is_sharp
#print axioms KrylovStartingVector.krylovSpace_smul_eq_top
#print axioms KrylovStartingVector.exists_common_start
```

```
'KrylovStartingVector.failures_in_pool' depends on axioms: [propext, Classical.choice, Quot.sound]
'KrylovStartingVector.bound_is_sharp' depends on axioms: [propext, Classical.choice, Quot.sound]
'KrylovStartingVector.krylovSpace_smul_eq_top' depends on axioms: [propext, Classical.choice, Quot.sound]
'KrylovStartingVector.exists_common_start' depends on axioms: [propext, Classical.choice, Quot.sound]
```
